# With nonzero coupling, a two-determinant transcorrelated reference energy can take any real value

Let two determinants have reference energy $0$, excited energy $D$ and coupling $v\neq0$, all real, and let a correlator $S$ add the excited determinant to the reference with real amplitude $g$:

$$H=\begin{pmatrix}0&v\\v&D\end{pmatrix},\qquad S=\begin{pmatrix}1&0\\g&1\end{pmatrix}.$$

The transcorrelated Hamiltonian $S^{-1}HS$ has the characteristic polynomial of $H$, but its reference entry is $gv$, which takes each real value at exactly one $g$. The reference is a right eigenvector if and only if $gv$ is an eigenvalue of $H$. Some amplitudes therefore put the reference energy below the ground energy.

In this two-determinant model, the full transformed matrix therefore keeps the exact ground energy, which is the target of a projector method such as full configuration interaction quantum Monte Carlo (FCIQMC). The energy truncated to the reference alone need not be an upper bound to it.

```lean
import Mathlib

open Matrix

namespace TranscorrelatedReference

noncomputable section
```

## The Hamiltonian and the correlator

The basis is orthonormal, with index `0` for the reference and `1` for the excited determinant. The condition $v\neq0$, assumed later, says that the Hamiltonian connects the two, as it would not if they differed in symmetry.

```lean
/-- The two-determinant Hamiltonian with reference energy zero, coupling `v` and excited
energy `D`. -/
def ham (v D : ℝ) : Matrix (Fin 2) (Fin 2) ℝ := !![0, v; v, D]
```

The correlator contains one adjustable amplitude, for the excitation from the reference to the other determinant; the number of electrons excited is left open. It is simpler than the Jastrow factor of a real calculation, which multiplies the wave function by a function of the electron positions and can therefore also take the excited determinant back to the reference. A correlator that only excites has the form used in coupled-cluster theory.

```lean
/-- The correlator, which adds the excited determinant to the reference with amplitude `g`. -/
def corr (g : ℝ) : Matrix (Fin 2) (Fin 2) ℝ := !![1, 0; g, 1]
```

The transformed Hamiltonian is the matrix product $S^{-1}HS$, with no truncation of the operator.

```lean
/-- The transcorrelated Hamiltonian, the similarity transform of `ham v D` by `corr g`. -/
def transcorrelated (v D g : ℝ) : Matrix (Fin 2) (Fin 2) ℝ :=
  (corr g)⁻¹ * ham v D * corr g
```

A real number $E$ is an eigenvalue of $A$ when $Ax=Ex$ for some real $x\neq0$. In Lean, `*ᵥ` applies a matrix to a vector and `•` multiplies by a scalar.

```lean
/-- `E` is an eigenvalue of `A` if some nonzero real vector is a right eigenvector for it. -/
def IsEigenvalue (A : Matrix (Fin 2) (Fin 2) ℝ) (E : ℝ) : Prop :=
  ∃ x : Fin 2 → ℝ, x ≠ 0 ∧ A *ᵥ x = E • x
```

The secular equation $E^2-DE-v^2=0$ has the lower root

$$E_0=\frac{D-\sqrt{D^2+4v^2}}2.$$

At this point $E_0$ is only a formula; its role as ground energy is proved below.

```lean
/-- The lower root of the secular equation of the two-determinant Hamiltonian. -/
def groundEnergy (v D : ℝ) : ℝ := (D - √(D ^ 2 + 4 * v ^ 2)) / 2
```

## The transformed matrix

Since $S^{-1}$ has $-g$ in place of $g$,

$$HS=\begin{pmatrix}gv&v\\v+Dg&D\end{pmatrix},\qquad
S^{-1}HS=\begin{pmatrix}gv&v\\v+Dg-g^2v&D-gv\end{pmatrix}.$$

The proof first confirms the inverse by multiplication, then compares the four entries.

```lean
/-- The transcorrelated Hamiltonian in closed form; its reference entry is `g * v`. -/
theorem transcorrelated_eq (v D g : ℝ) :
    transcorrelated v D g = !![g * v, v; v + D * g - g ^ 2 * v, D - g * v] := by
  have hinv : (corr g)⁻¹ = !![1, 0; -g, 1] := by
    apply Matrix.inv_eq_right_inv
    ext i j
    fin_cases i <;> fin_cases j <;> simp [corr, Matrix.mul_apply, Fin.sum_univ_two]
  rw [transcorrelated, hinv, ham, corr]
  ext i j
  fin_cases i <;> fin_cases j <;> simp [Matrix.mul_apply, Fin.sum_univ_two] <;> ring
```

## Eigenvalues from the secular equation

Write $p(E)=E^2-DE-v^2$. An eigenvector satisfies $vx_1=Ex_0$ and $vx_0+Dx_1=Ex_1$. Eliminating one component at a time gives $p(E)x_0=0$ and $p(E)x_1=0$, so $p(E)=0$ because $x\neq0$. Conversely, if $p(E)=0$, the vector $(v,E)$ is nonzero because $v\neq0$, and

$$H\begin{pmatrix}v\\E\end{pmatrix}=\begin{pmatrix}vE\\v^2+DE\end{pmatrix}=E\begin{pmatrix}v\\E\end{pmatrix}.$$

The eliminations are `k0` and `k1` in the proof.

```lean
/-- For nonzero coupling, the eigenvalues of the two-determinant Hamiltonian are exactly the
roots of its secular equation. -/
theorem isEigenvalue_ham_iff {v : ℝ} (hv : v ≠ 0) (D E : ℝ) :
    IsEigenvalue (ham v D) E ↔ E ^ 2 - D * E - v ^ 2 = 0 := by
  constructor
  · rintro ⟨x, hx, h⟩
    have h0 : v * x 1 = E * x 0 := by
      simpa [ham, Matrix.mulVec, dotProduct, Fin.sum_univ_two] using congrFun h 0
    have h1 : v * x 0 + D * x 1 = E * x 1 := by
      simpa [ham, Matrix.mulVec, dotProduct, Fin.sum_univ_two] using congrFun h 1
    -- the secular polynomial annihilates both components of the eigenvector
    by_contra hp
    have k0 : (E ^ 2 - D * E - v ^ 2) * x 0 = 0 := by
      linear_combination (D - E) * h0 - v * h1
    have k1 : (E ^ 2 - D * E - v ^ 2) * x 1 = 0 := by
      linear_combination (-v) * h0 - E * h1
    apply hx
    ext i
    fin_cases i
    · exact (mul_eq_zero.mp k0).resolve_left hp
    · exact (mul_eq_zero.mp k1).resolve_left hp
  · intro h
    refine ⟨![v, E], fun h0 => hv (congrFun h0 0), ?_⟩
    ext i
    fin_cases i
    · simp [ham, Matrix.mulVec, dotProduct, Fin.sum_univ_two, mul_comm]
    · simp [ham, Matrix.mulVec, dotProduct, Fin.sum_univ_two]
      linear_combination -h
```

## When the reference is a right eigenvector

Any $2\times2$ matrix $A$ sends the reference $(1,0)$ to its first column $(A_{00},A_{10})$. This is a multiple of $(1,0)$ exactly when $A_{10}=0$, and the eigenvalue is then $A_{00}$.

```lean
/-- The reference vector is a right eigenvector of a two-by-two matrix exactly when the matrix entry
`A 1 0`, which takes the reference into the excited determinant, is zero. -/
theorem reference_eigenvector_iff (A : Matrix (Fin 2) (Fin 2) ℝ) :
    (∃ E : ℝ, A *ᵥ ![1, 0] = E • ![1, 0]) ↔ A 1 0 = 0 := by
  constructor
  · rintro ⟨E, h⟩
    simpa [Matrix.mulVec, dotProduct, Fin.sum_univ_two] using congrFun h 1
  · intro h
    refine ⟨A 0 0, ?_⟩
    ext i
    fin_cases i <;> simp [Matrix.mulVec, dotProduct, Fin.sum_univ_two, h]
```

For $S^{-1}HS$ the trace is $gv+(D-gv)=D$, and the determinant is

$$gv(D-gv)-v(v+Dg-g^2v)=-v^2.$$

Both agree with those of $H$, and they fix the characteristic polynomial of a $2\times2$ matrix. The equation $gv=E$ has the single solution $g=E/v$. Finally, the residual coupling obeys

$$-v\,(v+Dg-g^2v)=(gv)^2-D(gv)-v^2=p(gv).$$

As $v\neq0$, the residual coupling vanishes exactly when $p(gv)$ does, that is, when $gv$ is an eigenvalue of $H$. The three parts of the next theorem are these three results, in the same order; `∃!` expresses existence with uniqueness.

```lean
/-- For nonzero coupling, transcorrelation keeps the characteristic polynomial, while the
reference energy takes each real value at exactly one amplitude `g`. The reference vector is a
right eigenvector exactly when `g * v` is an eigenvalue of the original Hamiltonian. -/
theorem transcorrelated_reference {v : ℝ} (hv : v ≠ 0) (D : ℝ) :
    (∀ g, (transcorrelated v D g).charpoly = (ham v D).charpoly) ∧
    (∀ E : ℝ, ∃! g, transcorrelated v D g 0 0 = E) ∧
    (∀ g, (∃ E : ℝ, transcorrelated v D g *ᵥ ![1, 0] = E • ![1, 0]) ↔
      IsEigenvalue (ham v D) (g * v)) := by
  refine ⟨fun g => ?_, fun E => ?_, fun g => ?_⟩
  · -- trace and determinant fix the characteristic polynomial
    have ht : (transcorrelated v D g).trace = (ham v D).trace := by
      rw [transcorrelated_eq, ham, Matrix.trace_fin_two_of, Matrix.trace_fin_two_of]
      ring
    have hd : (transcorrelated v D g).det = (ham v D).det := by
      rw [transcorrelated_eq, ham, Matrix.det_fin_two_of, Matrix.det_fin_two_of]
      ring
    rw [Matrix.charpoly_fin_two, Matrix.charpoly_fin_two, ht, hd]
  · have he : ∀ g, transcorrelated v D g 0 0 = g * v := fun g => by
      simp [transcorrelated_eq]
    refine ⟨E / v, (he _).trans (div_mul_cancel₀ E hv), fun g hg => ?_⟩
    exact (eq_div_iff hv).mpr ((he g).symm.trans hg)
  · rw [reference_eigenvector_iff, isEigenvalue_ham_iff hv]
    have h10 : transcorrelated v D g 1 0 = v + D * g - g ^ 2 * v := by
      simp [transcorrelated_eq]
    rw [h10]
    -- the residual coupling times `-v` is the secular polynomial at `g * v`
    constructor
    · intro h
      linear_combination (-v) * h
    · intro h
      apply (mul_eq_zero.mp _).resolve_left hv
      linear_combination -h
```

The tactic `linear_combination` carries the last identity. Given `h`, which says that the residual coupling is zero, `linear_combination (-v) * h` subtracts $-v$ times that equation from the goal and asks `ring` to verify that nothing remains. The tactic does not search for the factor $-v$: the factor is supplied, and the algebra is checked. In the reverse direction it shows that $v$ times the residual coupling is zero, and `mul_eq_zero` then removes the nonzero factor $v$.

If $v=0$, the reference entry is $0$ for every $g$. The eigenvector criterion can fail too. For $v=0$ and $D=g=1$,

$$S^{-1}HS=\begin{pmatrix}0&0\\1&1\end{pmatrix}.$$

Here $gv=0$ is an eigenvalue of $H$, yet the reference is sent to $(0,1)$ and is not an eigenvector.

## The variational bound before and after the transformation

For the original Hamiltonian, $x\cdot Hx=2vx_0x_1+Dx_1^2$. Since $\sqrt{D^2+4v^2}\ge|D|$, we have $E_0\le0$ and $D-E_0\ge0$. If $E_0<0$, the relation $p(E_0)=0$ completes the square:

$$-E_0\,(x\cdot Hx-E_0\,x\cdot x)=(vx_1-E_0x_0)^2\ge0.$$

Dividing by $-E_0>0$ gives the bound. If $E_0=0$, then $v=0$ and $D\ge0$, and the claim reduces to $Dx_1^2\ge0$. The Lean statement allows unnormalised $x$; for $x\cdot x=1$ it reads $E_0\le x\cdot Hx$.

```lean
/-- The variational principle for the original Hamiltonian: no expectation value lies below
the ground energy. -/
theorem ham_variational (v D : ℝ) (x : Fin 2 → ℝ) :
    groundEnergy v D * (x ⬝ᵥ x) ≤ x ⬝ᵥ (ham v D *ᵥ x) := by
  have hs : √(D ^ 2 + 4 * v ^ 2) ^ 2 = D ^ 2 + 4 * v ^ 2 := Real.sq_sqrt (by positivity)
  have habs : |D| ≤ √(D ^ 2 + 4 * v ^ 2) :=
    Real.abs_le_sqrt (by nlinarith [sq_nonneg v])
  obtain ⟨hl, hr⟩ := abs_le.mp habs
  have hE : groundEnergy v D ≤ 0 := by unfold groundEnergy; linarith
  have hD : 0 ≤ D - groundEnergy v D := by unfold groundEnergy; linarith
  have hp : groundEnergy v D ^ 2 - D * groundEnergy v D - v ^ 2 = 0 := by
    unfold groundEnergy
    linear_combination hs / 4
  have hx : x ⬝ᵥ (ham v D *ᵥ x) = 2 * v * x 0 * x 1 + D * x 1 ^ 2 := by
    simp [ham, Matrix.mulVec, dotProduct, Fin.sum_univ_two]
    ring
  have hn : x ⬝ᵥ x = x 0 ^ 2 + x 1 ^ 2 := by
    simp [dotProduct, Fin.sum_univ_two]
    ring
  rw [hx, hn]
  generalize groundEnergy v D = E at *
  rcases hE.eq_or_lt with h0 | hneg
  · subst h0
    have hv : v = 0 := by
      apply pow_eq_zero_iff (two_ne_zero) |>.mp
      linarith
    subst hv
    nlinarith [mul_nonneg hD (sq_nonneg (x 1))]
  · -- multiplied by `-E`, the energy excess is a perfect square
    have hsq : (-E) * (2 * v * x 0 * x 1 + D * x 1 ^ 2 - E * (x 0 ^ 2 + x 1 ^ 2))
        = (v * x 1 - E * x 0) ^ 2 := by
      linear_combination x 1 ^ 2 * hp
    have hpos := nonneg_of_mul_nonneg_right (hsq ▸ sq_nonneg _) (neg_pos.mpr hneg)
    linarith
```

For $v\neq0$, $E_0$ is an eigenvalue because it solves the secular equation. Choosing $g$ so that $gv=E_0-1$ puts the transformed reference energy below it. With $v=1$ and $D=0$, for instance, $E_0=-1$ and $g=-2$ gives $-2$.

This does not contradict the bound for $H$: the reference entry pairs $(1,0)$ on the left with $S(1,0)=(1,g)$ on the right, so for $g\neq0$ it is a mixed matrix element of $H$ and not an expectation value.

```lean
/-- For nonzero coupling, the ground energy is an eigenvalue of the original Hamiltonian, and
some amplitude gives a transcorrelated reference energy strictly below it. -/
theorem transcorrelated_not_variational {v : ℝ} (hv : v ≠ 0) (D : ℝ) :
    IsEigenvalue (ham v D) (groundEnergy v D) ∧
      ∃ g, transcorrelated v D g 0 0 < groundEnergy v D := by
  constructor
  · rw [isEigenvalue_ham_iff hv]
    have hs : √(D ^ 2 + 4 * v ^ 2) ^ 2 = D ^ 2 + 4 * v ^ 2 := Real.sq_sqrt (by positivity)
    unfold groundEnergy
    linear_combination hs / 4
  · obtain ⟨g, hg, -⟩ := (transcorrelated_reference hv D).2.1 (groundEnergy v D - 1)
    exact ⟨g, by linarith⟩
```

## Several excited determinants

Now take one reference and a finite set of excited determinants labelled by $k$, with amplitudes $g_k$ out of the reference. In Lean the index type `Unit ⊕ n` separates the reference from the rest, and `fromBlocks` assembles the matrices.

```lean
/-- The correlator for one reference and any finite set of excited determinants, with
amplitudes `g` out of the reference. -/
def manyCorr {n : Type*} [DecidableEq n] (g : Matrix n Unit ℝ) :
    Matrix (Unit ⊕ n) (Unit ⊕ n) ℝ := fromBlocks 1 0 g 1
```

Let $a$ be the original reference entry and $b_k$ the row coupling the reference to the excited determinants. Reversing the sign of the amplitudes again inverts the correlator, and block multiplication gives

$$(S^{-1}HS)_{\mathrm{ref},\mathrm{ref}}=a+\sum_k b_kg_k.$$

If $b=0$, this is always $a$ and misses $a+1$. If some $b_k\neq0$, setting $g_k=(E-a)/b_k$ and all other amplitudes to zero produces any chosen $E$. In the proof, `key` is the displayed formula.

The blocks are arbitrary real matrices, so symmetry of the Hamiltonian is not required. The theorem concerns the reference entry only, and makes no statement about eigenvectors or a ground energy in the larger space.

```lean
/-- With any finite set of excited determinants, the transcorrelated reference energy takes
every real value exactly when the row `b` coupling the reference to them is nonzero. -/
theorem many_determinants {n : Type*} [Fintype n] [DecidableEq n]
    (A : Matrix Unit Unit ℝ) (b : Matrix Unit n ℝ) (c : Matrix n Unit ℝ) (B : Matrix n n ℝ) :
    (∀ E : ℝ, ∃ g : Matrix n Unit ℝ,
      ((manyCorr g)⁻¹ * fromBlocks A b c B * manyCorr g) (Sum.inl ()) (Sum.inl ()) = E) ↔
      b ≠ 0 := by
  -- the reference energy is affine in the amplitudes
  have key : ∀ g : Matrix n Unit ℝ,
      ((manyCorr g)⁻¹ * fromBlocks A b c B * manyCorr g) (Sum.inl ()) (Sum.inl ())
        = A () () + ∑ k, b () k * g k () := by
    intro g
    have hinv : (manyCorr g)⁻¹ = fromBlocks 1 0 (-g) 1 := by
      apply Matrix.inv_eq_right_inv
      simp [manyCorr, fromBlocks_multiply]
    rw [hinv, manyCorr, fromBlocks_multiply, fromBlocks_multiply, fromBlocks_apply₁₁]
    simp only [Matrix.one_mul, Matrix.zero_mul, Matrix.mul_one, add_zero]
    rw [Matrix.add_apply, Matrix.mul_apply]
  simp only [key]
  constructor
  · rintro h rfl
    obtain ⟨g, hg⟩ := h (A () () + 1)
    simp at hg
  · intro hb E
    have hk : ∃ k, b () k ≠ 0 := by
      by_contra! h
      exact hb (by ext i k; exact h k)
    obtain ⟨k, hk⟩ := hk
    -- a single coupled determinant suffices
    refine ⟨fun i _ => if i = k then (E - A () ()) / b () k else 0, ?_⟩
    have hc : b () k * ((E - A () ()) / b () k) = E - A () () := by field_simp
    simp only [mul_ite, mul_zero, Finset.sum_ite_eq', Finset.mem_univ, if_true]
    linarith

end

end TranscorrelatedReference
```

```lean
#print axioms TranscorrelatedReference.ham_variational
-- 'TranscorrelatedReference.ham_variational' depends on axioms: [propext, Classical.choice, Quot.sound]
#print axioms TranscorrelatedReference.transcorrelated_not_variational
-- 'TranscorrelatedReference.transcorrelated_not_variational' depends on axioms: [propext, Classical.choice, Quot.sound]
#print axioms TranscorrelatedReference.many_determinants
-- 'TranscorrelatedReference.many_determinants' depends on axioms: [propext, Classical.choice, Quot.sound]
```
